# An implicit restart step gives a shorter Krylov decomposition whose start vector, times $R_{11}$, is $(A-s)$ times the old one

Let $A$ be a square matrix over a field $K$, and let $Q$ be a matrix with $m$ columns, the basis vectors. A Krylov decomposition of length $m$ is the relation

$$AQ = QH + w\,e_m^T,$$

where $H$ is the $m\times m$ projected matrix, $w$ is the residual vector and $e_j$ is the $j$-th unit vector. The start vector is $Qe_1$. A matrix is upper Hessenberg if its $(i,j)$ entry vanishes for $i>j+1$, and upper triangular if it vanishes for $i>j$. A scalar $s$ standing next to a matrix means $s$ times the identity.

A restart step with shift $s$ starts from a factorisation

$$H - s = UR,\qquad U \text{ upper Hessenberg},\quad R \text{ upper triangular}.$$

In a typical code this is a QR factorisation and $U$ is its unitary factor. Here $U$ need not be unitary or even invertible, and the columns of $Q$ need not be orthonormal.

## The updated decomposition and its start vector

The factorisation gives

$$A(QU) = (QU)(RU+s) + w\,e_m^TU, \tag{1}$$

with $RU+s$ upper Hessenberg. For $m\ge 2$ the start vectors are related by

$$R_{11}\,QUe_1 = (A-s)\,Qe_1. \tag{2}$$

Write $V=QU$ with columns $v_j$, and $T=RU+s$. For $m\ge2$, dropping the last column of $V$ and the last row and column of $T$ leaves a Krylov decomposition of length $m-1$, with residual

$$w' = v_m\,T_{m,m-1} + w\,U_{m,m-1}. \tag{3}$$

## Compressing the basis without applying $A$

An implicitly restarted Arnoldi code builds a long basis, compresses it with several shifts and extends it again. Equations (1)–(3) let it compress without a new product with $A$: only $Q$, the small matrices and $w$ enter. For a Hermitian Hamiltonian matrix, the factor $A-s$ in (2) multiplies the component of the start vector along an eigenvector with eigenvalue $\lambda$ by $\lambda-s$. A shift close to an unwanted eigenvalue and far from the wanted ones therefore damps that unwanted component relative to the wanted ones, while the compression keeps memory bounded.

A debug build can compare $AQ'$ with $Q'H'+w'e_{m-1}^T$ after a single restart step, where $Q'$ and $H'$ are the truncated matrices. In general both terms of (3) contribute to $w'$; the first one vanishes when $T_{m,m-1}=0$, as in the worked example at the end.

## From the factorisation to the filter

**The relation.** Multiply the decomposition by $U$ from the right and insert $H=UR+s$:

$$AQU = Q(UR+s)U + w\,e_m^TU = QU(RU+s) + w\,e_m^TU.$$

**The Hessenberg form.** In $(RU)_{ij}=\sum_l R_{il}U_{lj}$, a nonzero term needs $i\le l$ from $R$ and $l\le j+1$ from $U$. There is none when $i>j+1$, and adding $s$ changes only the diagonal.

**The start vector.** Subtracting $sQ$ from the original decomposition gives

$$(A-s)Q = QUR + w\,e_m^T.$$

Since $R$ is triangular, the first column of $QUR$ is $R_{11}QUe_1$. The residual sits in column $m$, which is not the first column when $m\ge2$. This proves (2). For $m=1$ the right-hand side of (2) would carry an extra $-w$.

**The truncation.** For $j\le m-1$, column $j$ of (1) reads

$$Av_j = \sum_{l=1}^{m-1} v_l T_{lj} + v_m T_{mj} + w\,U_{mj}.$$

Both $T_{mj}$ and $U_{mj}$ vanish for $j<m-1$, because $T$ and $U$ are Hessenberg. The last two terms therefore survive only in column $m-1$, where they add up to $w'$.

**Several shifts.** Let $Q_j$ be the basis with $j+1$ columns, and let the step from $Q_{j+1}$ to $Q_j$ use the shift $s_j$ and have the pivot $\rho_j$, the $(1,1)$ entry of its triangular factor. Applying (2) $p$ times, from $Q_{k+p}$ down to $Q_k$, gives

$$\Big(\prod_{i=0}^{p-1}\rho_{k+i}\Big) Q_ke_1 = \prod_{i=0}^{p-1}(A-s_{k+i})\;Q_{k+p}e_1. \tag{4}$$

If all pivots are nonzero, the new start vector is the old one filtered by a polynomial of degree $p$, up to a scalar. If a pivot vanishes, the left-hand side is zero and (4) does not determine the new start vector.

## Without a triangular $R$ the filter can be lost

Take the three-site chain with its two-vector basis,

$$A=\begin{pmatrix}2&1&0\\1&2&1\\0&1&2\end{pmatrix},\quad
Q=\begin{pmatrix}1&0\\0&1\\0&0\end{pmatrix},\quad
H=\begin{pmatrix}2&1\\1&2\end{pmatrix},\quad
w=\begin{pmatrix}0\\0\\1\end{pmatrix},$$

and $s=1$. The choice $U=1$, $R=H-1$ satisfies $H-s=UR$ with a Hessenberg $U$, but $R_{21}=1$. Then $R_{11}QUe_1=(1,0,0)^T$, whereas $(A-1)Qe_1=(1,1,0)^T$. The basis has not changed, so nothing has been filtered.

## The Lean file

```lean
import Mathlib

open Matrix Polynomial

namespace ImplicitRestart

variable {K : Type*} [Field K] {n : Type*} {k : ℕ}

/-- Upper Hessenberg form: all entries below the first subdiagonal vanish. -/
def IsHessenberg {m : ℕ} (H : Matrix (Fin m) (Fin m) K) : Prop :=
  ∀ i j : Fin m, (j : ℕ) + 1 < (i : ℕ) → H i j = 0

/-- Upper triangular form: all entries below the diagonal vanish. -/
def IsUpper {m : ℕ} (R : Matrix (Fin m) (Fin m) K) : Prop :=
  ∀ i j : Fin m, j < i → R i j = 0

/-- The start vector of a Krylov basis, that is, its first column. -/
def startVec (Q : Matrix n (Fin (k + 1)) K) : n → K := fun i => Q i 0

/-- The basis with its last column dropped. -/
def keep (V : Matrix n (Fin (k + 2)) K) : Matrix n (Fin (k + 1)) K :=
  V.submatrix id Fin.castSucc

/-- The residual vector after truncation: the dropped basis vector and the old residual `w`,
weighted by the next-to-last entries of the last row of `T` and of the row `u`. -/
def residual (V : Matrix n (Fin (k + 2)) K) (T : Matrix (Fin (k + 2)) (Fin (k + 2)) K)
    (w : n → K) (u : Fin (k + 2) → K) : n → K := fun i =>
  V i (Fin.last (k + 1)) * T (Fin.last (k + 1)) (Fin.last k).castSucc
    + w i * u (Fin.last k).castSucc

/-- One restart step with shift `s`: factor `H - s = U R`, pass to `Q U` and `R U + s`,
and drop the last basis vector. -/
structure IsRestartStep (s : K) (Q : Matrix n (Fin (k + 2)) K)
    (H U R : Matrix (Fin (k + 2)) (Fin (k + 2)) K)
    (Q' : Matrix n (Fin (k + 1)) K) (H' : Matrix (Fin (k + 1)) (Fin (k + 1)) K) : Prop where
  factor : H - s • 1 = U * R
  hessenberg : IsHessenberg U
  upper : IsUpper R
  basis : Q' = keep (Q * U)
  projected : H' = (R * U + s • 1).submatrix Fin.castSucc Fin.castSucc

variable [Fintype n]

/-- The Krylov decomposition `A Q = Q H + w eₘᵀ`, with `m = k + 1` basis vectors. -/
def IsKrylov (A : Matrix n n K) (Q : Matrix n (Fin (k + 1)) K)
    (H : Matrix (Fin (k + 1)) (Fin (k + 1)) K) (w : n → K) : Prop :=
  A * Q = Q * H + vecMulVec w (Pi.single (Fin.last k) 1)

/-- A shifted step turns the decomposition into `A (Q U) = (Q U) (R U + s) + w eₘᵀ U`,
where `eₘᵀ U` is the last row of `U`. -/
theorem restart_relation {A : Matrix n n K} {Q : Matrix n (Fin (k + 1)) K}
    {H U R : Matrix (Fin (k + 1)) (Fin (k + 1)) K} {w : n → K} {s : K}
    (h : IsKrylov A Q H w) (hf : H - s • 1 = U * R) :
    A * (Q * U) = (Q * U) * (R * U + s • 1) + vecMulVec w (U (Fin.last k)) := by
  unfold IsKrylov at h
  have hH : H = U * R + s • 1 := sub_eq_iff_eq_add.mp hf
  have hw : vecMulVec w (Pi.single (Fin.last k) 1) * U = vecMulVec w (U (Fin.last k)) := by
    ext i j
    simp [Matrix.mul_apply, vecMulVec_apply, Pi.single_apply]
  rw [← Matrix.mul_assoc, h, hH, Matrix.add_mul, hw]
  congr 1
  simp only [Matrix.mul_add, Matrix.add_mul, Matrix.mul_smul, Matrix.smul_mul,
    Matrix.mul_one, Matrix.mul_assoc]

/-- The updated projected matrix `R U + s` is upper Hessenberg. -/
theorem restart_hessenberg {m : ℕ} {U R : Matrix (Fin m) (Fin m) K} (s : K)
    (hU : IsHessenberg U) (hR : IsUpper R) : IsHessenberg (R * U + s • 1) := by
  intro i j hij
  have h1 : (1 : Matrix (Fin m) (Fin m) K) i j = 0 :=
    Matrix.one_apply_ne (by rintro rfl; omega)
  rw [Matrix.add_apply, Matrix.smul_apply, h1, smul_zero, add_zero, Matrix.mul_apply]
  -- a nonzero term would need i ≤ l ≤ j + 1
  apply Finset.sum_eq_zero
  intro l _
  by_cases hl : l < i
  · rw [hR i l hl, zero_mul]
  · have hil : (i : ℕ) ≤ (l : ℕ) := not_lt.mp hl
    rw [hU l j (by omega), mul_zero]

/-- With at least two basis vectors, the new start vector satisfies
`R₁₁ Q U e₁ = (A - s) Q e₁`. -/
theorem restart_startVec [DecidableEq n] {A : Matrix n n K} {Q : Matrix n (Fin (k + 2)) K}
    {H U R : Matrix (Fin (k + 2)) (Fin (k + 2)) K} {w : n → K} {s : K}
    (h : IsKrylov A Q H w) (hf : H - s • 1 = U * R) (hR : IsUpper R) :
    R 0 0 • startVec (Q * U) = (A - s • 1) *ᵥ startVec Q := by
  unfold IsKrylov at h
  have hH : H = U * R + s • 1 := sub_eq_iff_eq_add.mp hf
  have e : (A - s • 1) * Q
      = Q * U * R + vecMulVec w (Pi.single (Fin.last (k + 1)) 1) := by
    rw [Matrix.sub_mul, Matrix.smul_mul, Matrix.one_mul, h, hH, Matrix.mul_add,
      Matrix.mul_smul, Matrix.mul_one, Matrix.mul_assoc]
    abel
  funext i
  change R 0 0 * (Q * U) i 0 =
    ((A - s • (1 : Matrix n n K)) * Q : Matrix n (Fin (k + 2)) K) i 0
  -- the residual sits in the last column, which is not the first one
  have h0 : (0 : Fin (k + 2)) ≠ Fin.last (k + 1) := (Fin.last_pos).ne
  rw [e, Matrix.add_apply, vecMulVec_apply, Pi.single_eq_of_ne h0, mul_zero, add_zero,
    Matrix.mul_apply (M := Q * U), Finset.sum_eq_single 0, mul_comm]
  · intro l _ hl
    rw [hR l 0 (Fin.pos_of_ne_zero hl), mul_zero]
  · intro hn
    exact absurd (Finset.mem_univ _) hn

/-- If `A V = V T + w u` with `T` Hessenberg and the row `u` zero before its last two entries,
then dropping the last basis vector leaves a Krylov decomposition. -/
theorem truncate {A : Matrix n n K} {V : Matrix n (Fin (k + 2)) K}
    {T : Matrix (Fin (k + 2)) (Fin (k + 2)) K} {w : n → K} {u : Fin (k + 2) → K}
    (h : A * V = V * T + vecMulVec w u) (hT : IsHessenberg T)
    (hu : ∀ j : Fin (k + 2), (j : ℕ) + 1 < k + 1 → u j = 0) :
    IsKrylov A (keep V) (T.submatrix Fin.castSucc Fin.castSucc) (residual V T w u) := by
  unfold IsKrylov
  ext i j
  have e := congrFun (congrFun h i) j.castSucc
  simp only [Matrix.add_apply, Matrix.mul_apply, vecMulVec_apply] at e
  rw [Fin.sum_univ_castSucc] at e
  simp only [Matrix.add_apply, Matrix.mul_apply, vecMulVec_apply, keep,
    Matrix.submatrix_apply, id, residual]
  rw [e]
  by_cases hj : j = Fin.last k
  · subst hj
    rw [Pi.single_eq_same]
    ring
  · -- earlier columns feel neither the dropped vector nor the old residual
    have h1 : (j : ℕ) ≠ k := fun h => hj (Fin.ext h)
    have h2 : (j : ℕ) + 1 < k + 1 := by have := j.isLt; omega
    have hT0 : T (Fin.last (k + 1)) j.castSucc = 0 := hT _ _ h2
    have hu0 : u j.castSucc = 0 := hu _ h2
    rw [hT0, hu0, Pi.single_eq_of_ne hj]
    ring

/-- Implicit restart: one step yields a Krylov decomposition shorter by one vector, with a
Hessenberg projected matrix; the new start vector times `R₁₁` is `A - s` applied to the old one. -/
theorem implicit_restart [DecidableEq n] {A : Matrix n n K} {Q : Matrix n (Fin (k + 2)) K}
    {H U R : Matrix (Fin (k + 2)) (Fin (k + 2)) K} {w : n → K} {s : K}
    {Q' : Matrix n (Fin (k + 1)) K} {H' : Matrix (Fin (k + 1)) (Fin (k + 1)) K}
    (h : IsKrylov A Q H w) (hs : IsRestartStep s Q H U R Q' H') :
    IsKrylov A Q' H' (residual (Q * U) (R * U + s • 1) w (U (Fin.last (k + 1)))) ∧
    IsHessenberg H' ∧ R 0 0 • startVec Q' = (A - s • 1) *ᵥ startVec Q := by
  obtain ⟨hf, hU, hR, rfl, rfl⟩ := hs
  have hT := restart_hessenberg s hU hR
  refine ⟨truncate (restart_relation h hf) hT (fun j hj => hU _ j hj),
    fun i j hij => hT i.castSucc j.castSucc hij, ?_⟩
  rw [← restart_startVec h hf hR]
  rfl

/-- After `p` restart steps a Krylov decomposition remains, and its start vector times the
product of the pivots `R₁₁` is the original one filtered by the polynomial `∏ (X - sᵢ)` in `A`. -/
theorem restart_filter [DecidableEq n] {A : Matrix n n K} (s : ℕ → K)
    (Q : ∀ j : ℕ, Matrix n (Fin (j + 1)) K)
    (H : ∀ j : ℕ, Matrix (Fin (j + 1)) (Fin (j + 1)) K)
    (U R : ∀ j : ℕ, Matrix (Fin (j + 2)) (Fin (j + 2)) K) (k p : ℕ) (w : n → K)
    (h : IsKrylov A (Q (k + p)) (H (k + p)) w)
    (hs : ∀ i < p, IsRestartStep (s (k + i)) (Q (k + i + 1)) (H (k + i + 1))
      (U (k + i)) (R (k + i)) (Q (k + i)) (H (k + i))) :
    (∃ w', IsKrylov A (Q k) (H k) w') ∧
    (∏ i ∈ Finset.range p, R (k + i) 0 0) • startVec (Q k) =
      aeval A (∏ i ∈ Finset.range p, (X - C (s (k + i)))) *ᵥ startVec (Q (k + p)) := by
  induction p generalizing w with
  | zero => exact ⟨⟨w, h⟩, by simp⟩
  | succ p ih =>
    -- the first step performed is the one from the longest basis
    obtain ⟨h1, -, h3⟩ := implicit_restart h (hs p (Nat.lt_succ_self p))
    obtain ⟨hk, hp⟩ := ih _ h1 (fun i hi => hs i (Nat.lt_succ_of_lt hi))
    refine ⟨hk, ?_⟩
    have ha : aeval A (X - C (s (k + p))) = A - s (k + p) • 1 := by
      rw [map_sub, aeval_X, aeval_C, Algebra.algebraMap_eq_smul_one]
    rw [Finset.prod_range_succ, Finset.prod_range_succ, map_mul, ha,
      ← Matrix.mulVec_mulVec, mul_comm, mul_smul, hp, ← Matrix.mulVec_smul]
    exact congrArg _ h3

/-- A three-site chain with a two-vector Krylov basis and shift `1` satisfies the
hypotheses of the restart step. -/
theorem implicit_restart_witness :
    IsKrylov (K := ℚ) (k := 1) !![2, 1, 0; 1, 2, 1; 0, 1, 2] !![1, 0; 0, 1; 0, 0]
      !![2, 1; 1, 2] ![0, 0, 1] ∧
    IsRestartStep (K := ℚ) (k := 0) 1 !![1, 0; 0, 1; 0, 0] !![2, 1; 1, 2]
      !![1, 0; 1, 1] !![1, 1; 0, 0] !![1; 1; 0] !![3] := by
  refine ⟨?_, ?_, ?_, ?_, ?_, ?_⟩
  · unfold IsKrylov
    decide +kernel
  · decide +kernel
  · intro i j h
    have hi := i.isLt
    exfalso
    omega
  · -- the only entry below the diagonal is the one in the second row, first column
    intro i j h
    have hj : (j : ℕ) < (i : ℕ) := h
    have hi := i.isLt
    have h1 : i = ⟨1, by decide⟩ := Fin.ext (by change (i : ℕ) = 1; omega)
    have h0 : j = ⟨0, by decide⟩ := Fin.ext (by change (j : ℕ) = 0; omega)
    subst h1
    subst h0
    exact rfl
  · unfold keep
    decide +kernel
  · decide +kernel

end ImplicitRestart
```

```lean
#print axioms ImplicitRestart.implicit_restart
#print axioms ImplicitRestart.restart_filter
```

```
'ImplicitRestart.implicit_restart' depends on axioms: [propext, Classical.choice, Quot.sound]
'ImplicitRestart.restart_filter' depends on axioms: [propext, Classical.choice, Quot.sound]
```

## How the Lean statements map to the algorithm

The rows of $A$ and $Q$ are labelled by an arbitrary finite type `n`, which may stand for sites, orbitals or grid points. Lean counts columns from zero, so `R 0 0` is $R_{11}$. `IsKrylov` has $m=k+1$ columns, and its term `vecMulVec w (Pi.single (Fin.last k) 1)` is $w\,e_m^T$. A restart step begins with `k + 2` columns, which builds $m\ge2$ into the type.

`IsRestartStep` collects the factorisation, the two shape conditions and the truncated updates `Q'` and `H'`. `implicit_restart` turns these into the shorter decomposition with the residual (3), the Hessenberg form of `H'` and the start-vector identity. `restart_filter` is (4), with the polynomial evaluated at $A$ by `aeval`; it states that some final residual exists, without giving a formula for it.

## How the proof follows the derivation

- `restart_relation` substitutes $H=UR+s$ and identifies $e_m^TU$ with the last row of `U`.
- `restart_hessenberg` shows that every term of the sum vanishes, by splitting on whether $l<i$; `omega` settles the index inequality.
- `restart_startVec` uses `Finset.sum_eq_single` to keep only the $R_{11}$ term in the first column.
- `truncate` splits off the last term of the sum with `Fin.sum_univ_castSucc`, then treats the last retained column and the earlier ones separately.
- `implicit_restart` combines these four results.
- `restart_filter` is an induction on $p$ that performs the step from the longest basis first and applies the induction hypothesis to the rest.

`implicit_restart_witness` checks that the chain above meets all the hypotheses with a proper factorisation,

$$U=\begin{pmatrix}1&0\\1&1\end{pmatrix},\qquad R=\begin{pmatrix}1&1\\0&0\end{pmatrix}.$$

The shift $1$ is an eigenvalue of $H$, and the step retains the other one, $H'=3$. The retained vector is $(1,1,0)^T$, or $(1,1,0)^T/\sqrt2$ when normalised; the residual is $(0,0,1)^T$ for the former and $(0,0,1)^T/\sqrt2$ for the latter.

## Exact algebra, with the factorisation supplied

The theorems hold over any field, so they cover real and complex matrices, Hermitian or not. They take the factorisation as given and do not construct it. They also say nothing about linear independence: a singular $U$ can produce dependent or zero columns in $QU$, and `IsKrylov` still holds. A code avoids this by using a unitary $U$, which also keeps an orthonormal basis orthonormal.

Rounding errors, the choice of shifts and the convergence of the restarted iteration are separate questions. In floating point, (1)–(4) hold only approximately, and the size of the defect depends on how the factorisation and the updates are carried out.
